# Richardson–Gaudin operators sum to the total $S^z$ and, weighted by the levels, to the reduced BCS Hamiltonian up to $S^z$ and Casimir terms

Suppose that the eigenvalues $r_i$ of the Richardson–Gaudin operators in a common eigenstate are known, together with the spin lengths. Two sum rules then give the energy of the pairing Hamiltonian without building its matrix.

Let $\mathbf S_i$ be commuting spins with $\hbar=1$, $e_i$ pairwise distinct levels, $g$ a coupling, and

$$R_i=S^z_i+g\sum_{j\ne i}\frac{\mathbf S_i\cdot\mathbf S_j}{e_i-e_j}.$$

Write $\mathbf S=\sum_i\mathbf S_i$ for the total spin. The claim is

$$\sum_i R_i=S^z,\qquad \sum_i e_iR_i=\sum_i e_iS^z_i+\frac g2\Big(\mathbf S^2-\sum_i\mathbf S_i^2\Big).$$

## Exchanging the two sites

For any weights $f_i$, the exchange part of $\sum_i f_iR_i$ is $g\sum_i\sum_{j\ne i}f_i\,\mathbf S_i\cdot\mathbf S_j/(e_i-e_j)$. Rename $i\leftrightarrow j$, use $\mathbf S_j\cdot\mathbf S_i=\mathbf S_i\cdot\mathbf S_j$, and average the two expressions:

$$\sum_i f_iR_i=\sum_i f_iS^z_i+\frac g2\sum_i\sum_{j\ne i}\frac{f_i-f_j}{e_i-e_j}\,\mathbf S_i\cdot\mathbf S_j.$$

With $f_i=1$ the double sum vanishes, which is the first rule. With $f_i=e_i$ every fraction is one, and $\sum_i\sum_{j\ne i}\mathbf S_i\cdot\mathbf S_j=\mathbf S^2-\sum_i\mathbf S_i^2$ gives the second.

For the pairing form, set $S^\pm=S^x\pm iS^y$. Commutators between different sites vanish, so $[S^x,S^y]=iS^z$ also holds for the total spin, and

$$S^+S^-=(S^x)^2+(S^y)^2-i[S^x,S^y]=\mathbf S^2-(S^z)^2+S^z.$$

Solving for $\mathbf S^2$ and inserting it in the second rule gives

$$H=\sum_i e_iS^z_i+\frac g2S^+S^-=\sum_i e_iR_i-\frac g2\Big((S^z)^2-S^z-\sum_i\mathbf S_i^2\Big).$$

## From eigenvalues to an energy: one pair in two levels

If site $i$ has spin $s_i$, a common eigenstate has $M=\sum_i r_i$ and energy

$$E=\sum_i e_ir_i-\frac g2\Big(M^2-M-\sum_i s_i(s_i+1)\Big).$$

Take two spins one-half, sites 0 and 1, with $M=0$, real $g$ and real $d=e_0-e_1$. Diagonalising the $2\times2$ block of $R_0$ gives $r_0=-g/(4d)\pm\tfrac12\sqrt{1+g^2/d^2}$, and the first rule gives $r_1=-r_0$. Hence $E=dr_0+\tfrac34g$, so the two energies are $\tfrac g2\pm\tfrac12\sqrt{d^2+g^2}$.

## Spins as elements of an algebra

```lean
import Mathlib

open Finset
open scoped Kronecker

namespace RichardsonGaudin

noncomputable section

variable {ι A : Type*} [Ring A] [Algebra ℂ A]
```

The spin components live in an arbitrary associative algebra `A` over $\mathbb C$, and `ι` labels the sites. No Hilbert space or Hermiticity is assumed; levels and coupling may be complex.

```lean
/-- Commuting copies of su(2): `S i 0`, `S i 1`, `S i 2` are the x, y, z spin components
of site `i`, and components on different sites commute. -/
structure IsSpinFamily (S : ι → Fin 3 → A) : Prop where
  xy : ∀ i, S i 0 * S i 1 - S i 1 * S i 0 = Complex.I • S i 2
  yz : ∀ i, S i 1 * S i 2 - S i 2 * S i 1 = Complex.I • S i 0
  zx : ∀ i, S i 2 * S i 0 - S i 0 * S i 2 = Complex.I • S i 1
  comm : ∀ i j, i ≠ j → ∀ a b, Commute (S i a) (S j b)
```

Components 0, 1, 2 are $x,y,z$. The fields are the su(2) relations on each site and commutation between sites. The spin lengths are left free.

```lean
/-- The scalar product of two vector operators. -/
def dot (u v : Fin 3 → A) : A := u 0 * v 0 + u 1 * v 1 + u 2 * v 2

/-- The total spin, component by component. -/
def total [Fintype ι] (S : ι → Fin 3 → A) : Fin 3 → A := fun a => ∑ i, S i a
```

Thus `dot (S i) (S i)` is the Casimir $\mathbf S_i^2$, and `total S` is $\mathbf S$.

```lean
/-- The Richardson-Gaudin operator of site `i`, for pairwise distinct levels `e`. -/
def integral [Fintype ι] [DecidableEq ι] (e : ι → ℂ) (g : ℂ) (S : ι → Fin 3 → A)
    (i : ι) : A :=
  S i 2 + g • ∑ j ∈ univ.erase i, (e i - e j)⁻¹ • dot (S i) (S j)
```

The name `integral` refers to an integral of motion, not to integration. Mutual commutation of these operators is a separate property and is not proved here.

```lean
/-- The reduced BCS Hamiltonian in spin form, with pairing term `(g/2) S⁺S⁻`
built from the total spin. -/
def reducedBCS [Fintype ι] (e : ι → ℂ) (g : ℂ) (S : ι → Fin 3 → A) : A :=
  ∑ i, e i • S i 2 + (g / 2) • ((total S 0 + Complex.I • total S 1) *
    (total S 0 - Complex.I • total S 1))
```

For electrons, $S^+_i$ creates a pair in level $i$. With orbital energies $\varepsilon_i$ and a uniform attraction $-G\,S^+S^-$, one sets $e_i=2\varepsilon_i$ and $g=-2G$, up to a constant. This translation from fermion pairs to spins is the step left to the reader; the result concerns only pairing of equal strength between all levels.

## The sum rules in Lean

```lean
variable {S : ι → Fin 3 → A}

/-- For commuting spins, the scalar product `Sᵢ · Sⱼ` of two different sites is symmetric in the
sites. -/
theorem dot_symm (h : IsSpinFamily S) {i j : ι} (hij : i ≠ j) :
    dot (S i) (S j) = dot (S j) (S i) := by
  simp only [dot, (h.comm i j hij _ _).eq]
```

Commutation between sites gives the symmetry used in the renaming.

```lean
variable [Fintype ι]

/-- The total spin of commuting su(2) copies obeys the su(2) relations. -/
theorem total_su2 (h : IsSpinFamily S) :
    total S 0 * total S 1 - total S 1 * total S 0 = Complex.I • total S 2 ∧
    total S 1 * total S 2 - total S 2 * total S 1 = Complex.I • total S 0 ∧
    total S 2 * total S 0 - total S 0 * total S 2 = Complex.I • total S 1 := by
  have key : ∀ a b c : Fin 3,
      (∀ i, S i a * S i b - S i b * S i a = Complex.I • S i c) →
      total S a * total S b - total S b * total S a = Complex.I • total S c := by
    intro a b c hc
    have hs : total S b * total S a = ∑ i, ∑ j, S j b * S i a := by
      simp only [total]
      rw [sum_mul_sum]
      exact sum_comm
    rw [hs]
    simp only [total]
    rw [sum_mul_sum, ← sum_sub_distrib, smul_sum]
    refine sum_congr rfl fun i _ => ?_
    -- only equal sites contribute
    rw [← sum_sub_distrib, sum_eq_single i, hc i]
    · intro j _ hj
      exact sub_eq_zero.2 (h.comm i j hj.symm a b).eq
    · simp
  exact ⟨key _ _ _ h.xy, key _ _ _ h.yz, key _ _ _ h.zx⟩
```

The inner `key` treats all three relations at once: it expands both products as double sums and keeps only the equal-site terms.

```lean
variable [DecidableEq ι] {e : ι → ℂ}

/-- For commuting spins and distinct levels the Richardson-Gaudin operators add up to the total
`Sz`, and their sum weighted with the levels is `∑ eᵢ Szᵢ + (g/2)(S_total² - ∑ Sᵢ²)`. -/
theorem sum_rules (h : IsSpinFamily S) (he : Function.Injective e) (g : ℂ) :
    ∑ i, integral e g S i = total S 2 ∧
    ∑ i, e i • integral e g S i = ∑ i, e i • S i 2 +
      (g / 2) • (dot (total S) (total S) - ∑ i, dot (S i) (S i)) := by
  have swap : ∀ F : ι → ι → A,
      ∑ i, ∑ j ∈ univ.erase i, F i j = ∑ i, ∑ j ∈ univ.erase i, F j i := fun F =>
    sum_comm' (by
      intro x y
      simp only [mem_univ, mem_erase, true_and, and_true]
      exact ne_comm)
  -- exchanging i and j antisymmetrises the weights
  have key : ∀ f : ι → ℂ, ∑ i, f i • integral e g S i = ∑ i, f i • S i 2 +
      (g / 2) • ∑ i, ∑ j ∈ univ.erase i,
        ((f i - f j) * (e i - e j)⁻¹) • dot (S i) (S j) := by
    intro f
    have h1 : ∑ i, f i • integral e g S i = ∑ i, f i • S i 2 +
        g • ∑ i, ∑ j ∈ univ.erase i, (f i * (e i - e j)⁻¹) • dot (S i) (S j) := by
      simp only [integral, smul_add, sum_add_distrib, smul_sum, smul_smul,
        mul_left_comm]
    have h2 : ∑ i, ∑ j ∈ univ.erase i, ((f i - f j) * (e i - e j)⁻¹) • dot (S i) (S j) =
        ∑ i, ∑ j ∈ univ.erase i, (f i * (e i - e j)⁻¹) • dot (S i) (S j) +
        ∑ i, ∑ j ∈ univ.erase i, (f i * (e i - e j)⁻¹) • dot (S i) (S j) := by
      conv_rhs => arg 2; rw [swap]
      rw [← sum_add_distrib]
      refine sum_congr rfl fun i _ => ?_
      rw [← sum_add_distrib]
      refine sum_congr rfl fun j hj => ?_
      rw [dot_symm h (ne_of_mem_erase hj), ← neg_sub (e i) (e j), inv_neg]
      module
    rw [h1, h2]
    module
  constructor
  · simpa [total] using key (fun _ => 1)
  · have hsq : dot (total S) (total S) = ∑ i, ∑ j, dot (S i) (S j) := by
      simp only [dot, total, sum_mul_sum, sum_add_distrib]
    rw [key e, hsq, ← sum_sub_distrib]
    congr 2
    refine sum_congr rfl fun i _ => ?_
    rw [← add_sum_erase univ (fun j => dot (S i) (S j)) (mem_univ i), add_sub_cancel_left]
    refine sum_congr rfl fun j hj => ?_
    rw [mul_inv_cancel₀ (sub_ne_zero.2 (he.ne (ne_of_mem_erase hj).symm)), one_smul]
```

Injectivity of `e` says that the levels are distinct. `swap` renames the indices, and `key` is the formula for general weights $f$: `h1` expands the definition, and `h2` shows that the antisymmetrised sum is twice the original. The constant weight 1 proves the first rule. For the second, `hsq` expands $\mathbf S^2$, the one-site term is removed, and distinctness cancels $(e_i-e_j)(e_i-e_j)^{-1}$.

```lean
/-- For commuting spins and distinct levels the reduced BCS Hamiltonian is the level-weighted sum of
the Richardson-Gaudin operators minus `(g/2)(Sz² - Sz - ∑ Sᵢ²)`, with `Sz` the total one. -/
theorem reducedBCS_eq (h : IsSpinFamily S) (he : Function.Injective e) (g : ℂ) :
    reducedBCS e g S = ∑ i, e i • integral e g S i -
      (g / 2) • (total S 2 * total S 2 - total S 2 - ∑ i, dot (S i) (S i)) := by
  -- S⁺S⁻ = Sx² + Sy² + Sz for the total spin
  have hp : (total S 0 + Complex.I • total S 1) * (total S 0 - Complex.I • total S 1) =
      total S 0 * total S 0 + total S 1 * total S 1 + total S 2 := by
    have h2 := congrArg (fun x => Complex.I • x) (total_su2 h).1
    simp only [smul_sub, smul_smul, Complex.I_mul_I, neg_smul, one_smul] at h2
    have hI : (Complex.I * Complex.I) • (total S 1 * total S 1) =
        -(total S 1 * total S 1) := by
      rw [Complex.I_mul_I, neg_smul, one_smul]
    simp only [add_mul, mul_sub, mul_smul_comm, smul_mul_assoc]
    linear_combination (norm := module) -h2 - hI
  rw [(sum_rules h he g).2, reducedBCS, hp, dot]
  module
```

Here `hp` is the formula for $S^+S^-$, obtained by multiplying the total commutator by $i$. The second sum rule then finishes the proof.

## Two spins one-half

```lean
/-- The spin one-half matrices. -/
def spinHalf : Fin 3 → Matrix (Fin 2) (Fin 2) ℂ :=
  ![!![0, 1/2; 1/2, 0], !![0, -Complex.I/2; Complex.I/2, 0], !![1/2, 0; 0, -1/2]]

/-- Two spins one-half on their tensor product space are commuting copies of su(2). -/
theorem isSpinFamily_witness : IsSpinFamily
    (![fun a => spinHalf a ⊗ₖ 1, fun a => 1 ⊗ₖ spinHalf a] :
      Fin 2 → Fin 3 → Matrix (Fin 2 × Fin 2) (Fin 2 × Fin 2) ℂ) := by
  -- a relation on one factor carries over to the product space
  have L : ∀ X Y Z : Matrix (Fin 2) (Fin 2) ℂ, X * Y - Y * X = Complex.I • Z →
      (X ⊗ₖ (1 : Matrix (Fin 2) (Fin 2) ℂ)) * (Y ⊗ₖ 1) - (Y ⊗ₖ 1) * (X ⊗ₖ 1)
        = Complex.I • (Z ⊗ₖ 1) := by
    intro X Y Z hh
    rw [sub_eq_iff_eq_add] at hh ⊢
    rw [← Matrix.mul_kronecker_mul, ← Matrix.mul_kronecker_mul, hh, one_mul,
      Matrix.add_kronecker, Matrix.smul_kronecker]
  have R : ∀ X Y Z : Matrix (Fin 2) (Fin 2) ℂ, X * Y - Y * X = Complex.I • Z →
      ((1 : Matrix (Fin 2) (Fin 2) ℂ) ⊗ₖ X) * (1 ⊗ₖ Y) - (1 ⊗ₖ Y) * (1 ⊗ₖ X)
        = Complex.I • (1 ⊗ₖ Z) := by
    intro X Y Z hh
    rw [sub_eq_iff_eq_add] at hh ⊢
    rw [← Matrix.mul_kronecker_mul, ← Matrix.mul_kronecker_mul, hh, one_mul,
      Matrix.kronecker_add, Matrix.kronecker_smul]
  have C : ∀ X Y : Matrix (Fin 2) (Fin 2) ℂ,
      Commute (X ⊗ₖ (1 : Matrix (Fin 2) (Fin 2) ℂ))
        ((1 : Matrix (Fin 2) (Fin 2) ℂ) ⊗ₖ Y) := by
    intro X Y
    change _ * _ = _ * _
    rw [← Matrix.mul_kronecker_mul, ← Matrix.mul_kronecker_mul]
    simp only [one_mul, mul_one]
  have hxy : spinHalf 0 * spinHalf 1 - spinHalf 1 * spinHalf 0
      = Complex.I • spinHalf 2 := by
    ext i j
    fin_cases i <;> fin_cases j <;> simp [spinHalf] <;> ring
  have hyz : spinHalf 1 * spinHalf 2 - spinHalf 2 * spinHalf 1
      = Complex.I • spinHalf 0 := by
    ext i j
    fin_cases i <;> fin_cases j <;> simp [spinHalf] <;> ring
  have hzx : spinHalf 2 * spinHalf 0 - spinHalf 0 * spinHalf 2
      = Complex.I • spinHalf 1 := by
    ext i j
    fin_cases i <;> fin_cases j <;> simp [spinHalf] <;>
      ring_nf <;> simp [Complex.I_sq] <;> ring
  refine ⟨Fin.forall_fin_two.2 ⟨L _ _ _ hxy, R _ _ _ hxy⟩,
    Fin.forall_fin_two.2 ⟨L _ _ _ hyz, R _ _ _ hyz⟩,
    Fin.forall_fin_two.2 ⟨L _ _ _ hzx, R _ _ _ hzx⟩, ?_⟩
  intro i j hij a b
  fin_cases i <;> fin_cases j
  · exact absurd rfl hij
  · exact C _ _
  · exact (C _ _).symm
  · exact absurd rfl hij

end

end RichardsonGaudin
```

This realises the assumed relations on the four-dimensional space of the example. `L` and `R` carry the one-spin relations to the left and right tensor factors, `C` gives commutation between them, and the one-spin relations are checked entry by entry.

```lean
#print axioms RichardsonGaudin.reducedBCS_eq
```

```
'RichardsonGaudin.reducedBCS_eq' depends on axioms: [propext, Classical.choice, Quot.sound]
```
